# In classical nucleation with constant diffusion and boundaries equidistant from the barrier top, the half-committor cluster is larger than the barrier-top cluster

Let a cluster of $n$ molecules have work of formation $G(n)=s\,n^{2/3}-d\,n$ in units of $k_BT$, with $s,d>0$ and barrier top at $m=(2s/(3d))^3$, and let its size diffuse in this free-energy profile with a constant coefficient. For every $0<a\le m$, a cluster of size $m$ reaches $m+a$ before $m-a$ with probability below $1/2$, and the unique size at which this probability equals $1/2$ lies strictly between $m$ and $m+a$.

```lean
import Mathlib

open Set

namespace CriticalClusterCommittor

noncomputable section

/-- Work of formation, in units of the thermal energy, of a cluster of size `n ≥ 0`:
surface cost `s n^(2/3)` minus bulk gain `d n`. -/
def work (s d n : ℝ) : ℝ := s * n ^ (2 / 3 : ℝ) - d * n

/-- The size `(2s/(3d))^3`, which is the barrier top when `s, d > 0`. -/
def barrierTop (s d : ℝ) : ℝ := (2 * s / (3 * d)) ^ 3

/-- Constant-diffusion committor of a continuous free-energy profile `F` (in thermal units)
between the boundaries `A < B`: the normalised integral of `exp F` from `A`. -/
def committor (F : ℝ → ℝ) (A B x : ℝ) : ℝ :=
  (∫ y in A..x, Real.exp (F y)) / ∫ y in A..B, Real.exp (F y)

/-- The integral of `exp F` over an interval of positive length is positive
for a continuous profile `F`. -/
theorem integral_exp_pos {F : ℝ → ℝ} (hF : Continuous F) {A B : ℝ} (hAB : A < B) :
    0 < ∫ y in A..B, Real.exp (F y) :=
  intervalIntegral.intervalIntegral_pos_of_pos
    ((Real.continuous_exp.comp hF).intervalIntegrable A B) (fun _ => Real.exp_pos _) hAB

/-- For a continuous profile and `A < B`, the committor is 0 at `A`, 1 at `B`, and solves the
steady backward equation in constant-flux form, `q' = J exp F`. -/
theorem committor_backward {F : ℝ → ℝ} (hF : Continuous F) {A B : ℝ} (hAB : A < B) :
    committor F A B A = 0 ∧ committor F A B B = 1 ∧
      ∃ J : ℝ, ∀ x, HasDerivAt (committor F A B) (J * Real.exp (F x)) x := by
  have hc : Continuous fun y => Real.exp (F y) := Real.continuous_exp.comp hF
  refine ⟨by simp [committor], div_self (integral_exp_pos hF hAB).ne',
    (∫ y in A..B, Real.exp (F y))⁻¹, fun x => ?_⟩
  exact ((hc.integral_hasStrictDerivAt A x).hasDerivAt.div_const _).congr_deriv
    (div_eq_inv_mul _ _)

/-- For a continuous profile and `A < B`, any solution of the constant-flux backward equation
with boundary values 0 at `A` and 1 at `B` is the committor on `[A, B]`. -/
theorem committor_unique {F q : ℝ → ℝ} (hF : Continuous F) {A B J : ℝ} (hAB : A < B)
    (hq : ∀ x ∈ Icc A B, HasDerivAt q (J * Real.exp (F x)) x)
    (hA : q A = 0) (hB : q B = 1) : ∀ x ∈ Icc A B, q x = committor F A B x := by
  have hc : Continuous fun y => J * Real.exp (F y) :=
    continuous_const.mul (Real.continuous_exp.comp hF)
  -- integrate the equation from the left boundary
  have key : ∀ x ∈ Icc A B, J * (∫ y in A..x, Real.exp (F y)) = q x := by
    intro x hx
    have h := intervalIntegral.integral_eq_sub_of_hasDerivAt (a := A) (b := x) (f := q)
      (fun y hy => by
        rw [uIcc_of_le hx.1] at hy
        exact hq y ⟨hy.1, hy.2.trans hx.2⟩) (hc.intervalIntegrable A x)
    rw [intervalIntegral.integral_const_mul, hA, sub_zero] at h
    exact h
  intro x hx
  have hJ := key B ⟨hAB.le, le_rfl⟩
  rw [hB] at hJ
  unfold committor
  rw [eq_div_iff (integral_exp_pos hF hAB).ne', ← key x hx]
  linear_combination (∫ y in A..x, Real.exp (F y)) * hJ

/-- For a continuous profile and `A < B`, the committor increases strictly with size. -/
theorem committor_strictMono {F : ℝ → ℝ} (hF : Continuous F) {A B : ℝ} (hAB : A < B) :
    StrictMono (committor F A B) := by
  intro x y hxy
  have hc : Continuous fun y => Real.exp (F y) := Real.continuous_exp.comp hF
  have hadd := intervalIntegral.integral_add_adjacent_intervals (μ := MeasureTheory.volume)
    (hc.intervalIntegrable A x) (hc.intervalIntegrable x y)
  have hpos := integral_exp_pos hF hxy
  exact div_lt_div_of_pos_right (by linarith) (integral_exp_pos hF hAB)

/-- Let `a > 0`. If a continuous profile is higher at `m + t` than at `m - t` for all `0 < t < a`,
the committor between `m - a` and `m + a` is below 1/2 at `m`; if it is symmetric about `m`, the
committor there is exactly 1/2. -/
theorem committor_at_centre {F : ℝ → ℝ} (hF : Continuous F) {m a : ℝ} (ha : 0 < a) :
    ((∀ t ∈ Ioo 0 a, F (m - t) < F (m + t)) → committor F (m - a) (m + a) m < 1 / 2) ∧
    ((∀ t, F (m - t) = F (m + t)) → committor F (m - a) (m + a) m = 1 / 2) := by
  have hc : Continuous fun y => Real.exp (F y) := Real.continuous_exp.comp hF
  have hZ := integral_exp_pos hF (show m - a < m + a by linarith)
  have hadd := intervalIntegral.integral_add_adjacent_intervals (μ := MeasureTheory.volume)
    (hc.intervalIntegrable (m - a) m) (hc.intervalIntegrable m (m + a))
  -- write both halves as integrals over the distance from the centre
  have h1 : ∫ t in (0 : ℝ)..a, Real.exp (F (m - t)) = ∫ y in (m - a)..m, Real.exp (F y) := by
    rw [intervalIntegral.integral_comp_sub_left (fun y => Real.exp (F y)) m, sub_zero]
  have h2 : ∫ t in (0 : ℝ)..a, Real.exp (F (m + t)) = ∫ y in m..(m + a), Real.exp (F y) := by
    rw [intervalIntegral.integral_comp_add_left (fun y => Real.exp (F y)) m, add_zero]
  constructor
  · intro h
    have c1 : Continuous fun t => Real.exp (F (m - t)) :=
      hc.comp (continuous_const.sub continuous_id)
    have c2 : Continuous fun t => Real.exp (F (m + t)) :=
      hc.comp (continuous_const.add continuous_id)
    have hpos : 0 < ∫ t in (0 : ℝ)..a, (Real.exp (F (m + t)) - Real.exp (F (m - t))) :=
      intervalIntegral.intervalIntegral_pos_of_pos_on
      ((c2.sub c1).intervalIntegrable 0 a)
      (fun t ht => sub_pos.2 (Real.exp_lt_exp.2 (h t ht))) ha
    rw [intervalIntegral.integral_sub (c2.intervalIntegrable 0 a)
      (c1.intervalIntegrable 0 a)] at hpos
    unfold committor
    rw [div_lt_iff₀ hZ]
    linarith
  · intro h
    simp only [h] at h1
    unfold committor
    rw [div_eq_iff hZ.ne']
    linarith

/-- In terms of the linear size `u ≥ 0`, the work of a cluster of size `u^3` is
`s u^2 - d u^3`. -/
theorem work_cube (s d : ℝ) {u : ℝ} (hu : 0 ≤ u) : work s d (u ^ 3) = s * u ^ 2 - d * u ^ 3 := by
  have h : (u ^ 3) ^ (2 / 3 : ℝ) = u ^ 2 := by
    rw [← Real.rpow_natCast u 3, ← Real.rpow_mul hu, ← Real.rpow_natCast u 2]
    norm_num
  rw [work, h]

/-- For `s, d > 0`, the work of formation has its strict maximum over sizes `n ≥ 0` at the
barrier top `m`, and is higher at `m + t` than at `m - t` for `0 < t ≤ m`. -/
theorem work_barrier {s d : ℝ} (hs : 0 < s) (hd : 0 < d) :
    (∀ n, 0 ≤ n → n ≠ barrierTop s d → work s d n < work s d (barrierTop s d)) ∧
    (∀ t, 0 < t → t ≤ barrierTop s d →
      work s d (barrierTop s d - t) < work s d (barrierTop s d + t)) := by
  have root : ∀ n : ℝ, 0 ≤ n → ∃ u : ℝ, 0 ≤ u ∧ u ^ 3 = n := fun n hn =>
    ⟨n ^ (1 / 3 : ℝ), Real.rpow_nonneg hn _, by
      rw [← Real.rpow_natCast, ← Real.rpow_mul hn]; norm_num⟩
  obtain ⟨c, hc, hsc, hm⟩ : ∃ c : ℝ, 0 < c ∧ s = 3 * d * c / 2 ∧ barrierTop s d = c ^ 3 :=
    ⟨2 * s / (3 * d), by positivity, by field_simp, rfl⟩
  rw [hm]
  constructor
  · intro n hn hne
    obtain ⟨u, hu, rfl⟩ := root n hn
    have huc : u - c ≠ 0 := fun h => hne (by rw [sub_eq_zero.1 h])
    rw [work_cube s d hu, work_cube s d hc.le, hsc]
    -- the deficit is d (u - c)^2 (2u + c) / 2
    have h : 0 < d * ((u - c) ^ 2 * (2 * u + c)) := by positivity
    linarith [show d * ((u - c) ^ 2 * (2 * u + c)) =
      2 * ((3 * d * c / 2 * c ^ 2 - d * c ^ 3) - (3 * d * c / 2 * u ^ 2 - d * u ^ 3)) by ring]
  · intro t ht htm
    obtain ⟨u, hu, hu3⟩ := root (c ^ 3 + t) (by positivity)
    obtain ⟨v, hv, hv3⟩ := root (c ^ 3 - t) (by linarith)
    have huv : 0 < u - v := sub_pos.2 (lt_of_pow_lt_pow_left₀ 3 hu (by linarith))
    have hw : 0 < (u - v) ^ 2 := by positivity
    have hP : (u - v) ^ 2 ≤ (u + v) ^ 2 := by nlinarith [mul_nonneg hu hv]
    have hpos : 0 < 54 * ((u + v) ^ 2) ^ 2 - 9 * (u + v) ^ 2 * (u - v) ^ 2
        - ((u - v) ^ 2) ^ 2 := by
      have hp := hw.trans_le hP
      nlinarith [mul_pos hp hp, mul_nonneg hp.le (sub_nonneg.2 hP),
        mul_nonneg hw.le (sub_nonneg.2 hP)]
    -- compare the cubes, eliminating c through 2 c^3 = u^3 + v^3
    have key : u ^ 2 + u * v + v ^ 2 < 3 * c / 2 * (u + v) := by
      refine lt_of_pow_lt_pow_left₀ 3 (by positivity) ?_
      have e : (3 * c / 2 * (u + v)) ^ 3 - (u ^ 2 + u * v + v ^ 2) ^ 3 =
          (u - v) ^ 2 * (54 * ((u + v) ^ 2) ^ 2 - 9 * (u + v) ^ 2 * (u - v) ^ 2
            - ((u - v) ^ 2) ^ 2) / 64 := by
        linear_combination (-(27 / 16) * (u + v) ^ 3) * (hu3 + hv3)
      linarith [mul_pos hw hpos]
    rw [← hu3, ← hv3, work_cube s d hu, work_cube s d hv, hsc]
    linarith [mul_pos (mul_pos hd huv) (sub_pos.2 key),
      show d * (u - v) * (3 * c / 2 * (u + v) - (u ^ 2 + u * v + v ^ 2)) =
        (3 * d * c / 2 * u ^ 2 - d * u ^ 3) - (3 * d * c / 2 * v ^ 2 - d * v ^ 3) by ring]

/-- For `s, d > 0` and a window `[m - a, m + a]` about the barrier top `m` with `0 < a ≤ m`,
the committor at `m` is below 1/2, and exactly one size in the window has committor 1/2;
it lies strictly between `m` and `m + a`. -/
theorem half_committor_exceeds_barrierTop {s d a : ℝ} (hs : 0 < s) (hd : 0 < d) (ha : 0 < a)
    (ham : a ≤ barrierTop s d) :
    let m := barrierTop s d
    let q := committor (work s d) (m - a) (m + a)
    q m < 1 / 2 ∧ ∃ n ∈ Ioo m (m + a), ∀ k ∈ Icc (m - a) (m + a), q k = 1 / 2 ↔ k = n := by
  intro m q
  have hF : Continuous (work s d) :=
    (continuous_const.mul (continuous_id.rpow_const fun _ => Or.inr (by norm_num))).sub
      (continuous_const.mul continuous_id)
  have hAB : m - a < m + a := by linarith
  have hlt : q m < 1 / 2 := (committor_at_centre hF ha).1 fun t ht =>
    (work_barrier hs hd).2 t ht.1 (ht.2.le.trans ham)
  obtain ⟨-, h1, J, hJ⟩ := committor_backward hF hAB
  have hcont : Continuous q := continuous_iff_continuousAt.2 fun x => (hJ x).continuousAt
  have hend : 1 / 2 < q (m + a) := by
    change 1 / 2 < committor (work s d) (m - a) (m + a) (m + a)
    rw [h1]
    norm_num
  -- the committor passes 1/2 beyond the barrier top, and only once
  obtain ⟨n, hn, hqn⟩ := intermediate_value_Ioo (show m ≤ m + a by linarith)
    hcont.continuousOn ⟨hlt, hend⟩
  refine ⟨hlt, n, hn, fun k _ => ⟨fun hk => ?_, fun hk => by rw [hk]; exact hqn⟩⟩
  exact (committor_strictMono hF hAB).injective (hk.trans hqn.symm)

end

end CriticalClusterCommittor
```

```lean
#print axioms CriticalClusterCommittor.committor_unique
#print axioms CriticalClusterCommittor.half_committor_exceeds_barrierTop
```

```
'CriticalClusterCommittor.committor_unique' depends on axioms: [propext, Classical.choice, Quot.sound]
'CriticalClusterCommittor.half_committor_exceeds_barrierTop' depends on axioms: [propext, Classical.choice, Quot.sound]
```

## Cluster size, work and committor

The function `work s d` is $G$. The term $s\,n^{2/3}$ is the cost of the surface and $d\,n$ is the gain from moving molecules into the stable phase, so $d>0$ means a supersaturated parent phase. Size is a continuous real variable. `barrierTop s d` is defined by the formula for $m$, and `work_barrier` then proves that this is where $G$ has its strict maximum over $n\ge 0$.

For a free-energy profile $F$ and boundaries $A<B$, the committor $q(x)$ is the probability that a cluster of size $x$ reaches $B$ before $A$. With a constant diffusion coefficient it obeys the steady backward equation

$$\frac{d}{dx}\left(e^{-F(x)}\,q'(x)\right)=0,\qquad q(A)=0,\quad q(B)=1.$$

One integration gives $q'=J e^{F}$ with a constant $J$. A second integration and the boundary values give

$$q(x)=\frac{\int_A^x e^{F(y)}\,dy}{\int_A^B e^{F(y)}\,dy},$$

which is the definition `committor F A B x`. The file starts from the once-integrated equation. `committor_backward` shows that the formula solves it with the right boundary values, and `committor_unique` shows that any other solution agrees with the formula on $[A,B]$. The link between the equation and the hitting probability of a random trajectory is taken from the theory of diffusion and is not derived here.

## What the final theorem says

In `half_committor_exceeds_barrierTop`, the local name `m` is the barrier top and `q` is the committor of $G$ between $m-a$ and $m+a$. The conclusion has two parts. The first is `q m < 1 / 2`. The second gives a size `n` in the open interval `Ioo m (m + a)` such that, for every `k` in the closed window, `q k = 1 / 2` holds exactly when `k = n`. This single equivalence contains both the existence of the half-committor size and its uniqueness.

The hypothesis `ham`, $a\le m$, keeps the window within non-negative sizes; for $a=m$ the lower boundary is the empty cluster.

Two modelling assumptions shape the result. The boundaries are equidistant from $m$ in molecule number. If the upper boundary were moved close to $m$ with the lower one held fixed, the committor at $m$ would approach 1. The diffusion coefficient is also constant, whereas attachment to a real cluster usually speeds up as its surface grows. A coefficient $D(n)$ that increases with size would replace $e^{G}$ by $e^{G}/D$ in the integrals and work against the shift. It can even reverse it: if $D'(m)>0$ and $a$ is small enough, the committor at $m$ exceeds $1/2$.

In simulations of nucleation, a critical cluster may be identified by a committor of $1/2$ or by the top of a free-energy profile. In this one-coordinate model with constant diffusion and boundaries equidistant from the barrier top, the two criteria select different sizes. The theorem gives the direction of the difference; about its magnitude it says only that it is less than $a$.

## The barrier falls more slowly on the large side

Put $c=2s/(3d)$, so that $m=c^3$ and $s=3dc/2$. In terms of the linear size $u=n^{1/3}$ the work is a polynomial, $G(u^3)=s u^2-d u^3$, which is `work_cube`. Substituting for $s$ gives

$$G(c^3)-G(u^3)=\frac d2\left(2u^3-3cu^2+c^3\right)=\frac d2\,(u-c)^2(2u+c).$$

This is positive for $u\ge 0$, $u\ne c$, so $m$ is the strict maximiser. In the first half of `work_barrier`, `positivity` supplies the sign and `ring` the identity.

The second half compares sizes at equal distances from the top. Calculus suggests the answer: $G'(n)=\tfrac{2s}{3}n^{-1/3}-d$ is strictly convex, so $G'(m+t)+G'(m-t)>2G'(m)=0$ for $0<t<m$, and $G(m+t)-G(m-t)$ grows from zero. The file reaches the same conclusion by algebra. Let $u^3=m+t$ and $v^3=m-t$ with $0<t\le m$, so $u>v\ge 0$. Then

$$G(m+t)-G(m-t)=d\,(u-v)\left[\tfrac{3c}{2}(u+v)-(u^2+uv+v^2)\right].$$

It remains to show that the bracket is positive. Both of its terms are non-negative, so their cubes can be compared instead, and $c$ is then eliminated through $2c^3=u^3+v^3$. With $P=(u+v)^2$ and $W=(u-v)^2$,

$$u^2+uv+v^2=\frac{3P+W}{4},\qquad u^3+v^3=(u+v)\,\frac{P+3W}{4},$$

and the difference of the cubes becomes

$$\frac{27P^2(P+3W)-(3P+W)^3}{64}=\frac{W\,(54P^2-9PW-W^2)}{64}.$$

Since $0<W\le P$, the last factor is at least $44P^2>0$. Hence $G(m-t)<G(m+t)$.

In Lean, `hpos` is the positivity of that factor, `e` is the identity for the difference of cubes, proved by `linear_combination` from the equations for $u^3$ and $v^3$, and `key` is the inequality for the bracket, obtained by undoing the cubes.

## From the asymmetry to a committor below one half

Split the normalising integral at $m$ and write each half in terms of the distance $t$ from the top:

$$L=\int_0^a e^{G(m-t)}\,dt,\qquad R=\int_0^a e^{G(m+t)}\,dt,\qquad q(m)=\frac{L}{L+R}.$$

The asymmetry gives $L<R$, so $q(m)<1/2$. In physical terms, the committor rises fastest where the free energy is high, and more of the high ground lies beyond the top, so more than half of the rise from 0 to 1 is still to come at $m$.

`committor_at_centre` proves this for any continuous profile that is higher at $m+t$ than at $m-t$ for all $0<t<a$. The equations `h1` and `h2` are the two changes of variable, and `hpos` says that $R-L>0$. The second part of the lemma treats a profile symmetric about $m$, for which $L=R$ and the committor at $m$ is exactly $1/2$. The shift in the nucleation model therefore comes from the shape of the barrier.

## One crossing, beyond the top

The committor is differentiable by `committor_backward`, hence continuous. It is below $1/2$ at $m$ and equals 1 at $m+a$, so the intermediate value theorem, `intermediate_value_Ioo`, gives a size $n$ with $m<n<m+a$ and $q(n)=1/2$.

For uniqueness, take $x<y$. Then

$$q(y)-q(x)=\frac{\int_x^y e^{G(z)}\,dz}{\int_{m-a}^{m+a}e^{G(z)}\,dz}>0,$$

because the exponential is positive. This is `committor_strictMono`, which rests on the positivity lemma `integral_exp_pos` and on adding integrals over adjacent intervals. A strictly increasing function takes the value $1/2$ at most once, so if $q(k)=1/2$ then $k=n$. The final lines of the proof express this through `injective`.
